# Positive log-concave degeneracies on finite ladders stay log-concave when two independent systems with the same level spacing are combined

Take two independent two-level systems with the same level spacing. The first has $g_0, g_1 > 0$ states on its two levels, the second $h_0, h_1 > 0$. Measured from its lowest value, the total energy is $0$, $1$ or $2$ in units of the spacing, with degeneracies

$$G_0 = g_0h_0,\qquad G_1 = g_0h_1 + g_1h_0,\qquad G_2 = g_1h_1 .$$

Therefore

$$G_1^2 - G_0G_2 = g_0^2\,h_1^2 + g_0g_1\,h_0h_1 + g_1^2\,h_0^2 > 0 .$$

Each term is a factor from the first system times a factor from the second, and neither factor is negative. The parts below find the same structure for longer ladders. The physical question is whether a microcanonical entropy that is concave in energy for each system remains so for the pair.

## Ladders and their total degeneracy

In Lean 4 with Mathlib:

```lean
import Mathlib

open Finset

namespace MicrocanonicalComposition

noncomputable section
```

`LogConcaveLadder m g` says that $g_i$ is positive on the levels $0,\dots,m$, zero elsewhere, and obeys $g_{i-1}g_{i+1} \le g_i^2$ at interior levels. The index $i$ is the energy in units of the spacing, measured from the ground level. The values are real numbers, so integer state counts are a special case.

```lean
/-- Degeneracies `g` on equally spaced levels `0, ..., m`: positive on these levels, zero
elsewhere, and log-concave at every interior level. -/
structure LogConcaveLadder (m : ℕ) (g : ℤ → ℝ) : Prop where
  pos : ∀ i : ℤ, 0 ≤ i → i ≤ m → 0 < g i
  off : ∀ i : ℤ, i < 0 ∨ (m : ℤ) < i → g i = 0
  logConcave : ∀ i : ℤ, 1 ≤ i → i + 1 ≤ m → g (i - 1) * g (i + 1) ≤ g i ^ 2
```

`totalDegeneracy m g h k` is $G_k = \sum_{i=0}^m g_i h_{k-i}$. That this sum counts the states of a real pair is a physical input: the two systems must be distinguishable, their spectra must share one spacing, and their energies must add without interaction.

```lean
/-- Degeneracy of total energy `k` for two independent systems, the first of which has
levels `0, ..., m`: the sum of `g i * h (k - i)` over the ways to share the energy. -/
def totalDegeneracy (m : ℕ) (g h : ℤ → ℝ) (k : ℤ) : ℝ :=
  ∑ i ∈ Icc (0 : ℤ) m, g i * h (k - i)
```

## (a) The sign of a degeneracy

**Task.** Show that $g_i \ge 0$ for every integer $i$.

**Solution.** On the levels $0,\dots,m$ the value is positive; elsewhere it is zero.

```lean
/-- The degeneracies of a log-concave ladder are nowhere negative. -/
theorem degeneracy_nonneg {m : ℕ} {g : ℤ → ℝ} (hg : LogConcaveLadder m g) (i : ℤ) :
    0 ≤ g i := by
  by_cases hi : 0 ≤ i ∧ i ≤ m
  · exact (hg.pos i hi.1 hi.2).le
  · exact (hg.off i (by omega)).ge
```

## (b) Moving two levels towards each other

**Task.** Show that for all integers $a < b$

$$g_{a-1}\,g_b \le g_a\,g_{b-1}.$$

**Solution.** If $a \le 0$ or $b > m$, the left side is zero and the right side is non-negative by (a). Otherwise, use induction on the distance. For $b = a+1$ the claim is log-concavity at $a$. For a larger distance, assume $g_{a-1}g_{b-1} \le g_a g_{b-2}$. Log-concavity at $b-1$ gives $g_{b-2}g_b \le g_{b-1}^2$, so

$$g_{a-1}g_b\,g_{b-2} \le g_{a-1}g_{b-1}^2 \le g_a g_{b-1}\,g_{b-2}.$$

Divide by $g_{b-2} > 0$. Non-negative values on the levels would not suffice here: $1,0,0,1$ passes every local inequality but fails the claim at $a=1$, $b=3$.

In the code, `key` is the induction, with `c` as the moving upper level. `le_of_mul_le_mul_right` performs the division, and `nlinarith` combines the two displayed inequalities.

```lean
/-- Exchange inequality: on a log-concave ladder, moving two levels `a - 1 < b` one step
towards each other does not lower the product of their degeneracies, for `a < b`. -/
theorem exchange {m : ℕ} {g : ℤ → ℝ} (hg : LogConcaveLadder m g) {a b : ℤ} (hab : a < b) :
    g (a - 1) * g b ≤ g a * g (b - 1) := by
  have hr : 0 ≤ g a * g (b - 1) :=
    mul_nonneg (degeneracy_nonneg hg _) (degeneracy_nonneg hg _)
  by_cases ha : 1 ≤ a
  · by_cases hb : b ≤ m
    · -- induction on the distance between the two levels
      have key : ∀ d : ℕ, ∀ c : ℤ, c = a + 1 + d → c ≤ m →
          g (a - 1) * g c ≤ g a * g (c - 1) := by
        intro d
        induction d with
        | zero =>
          intro c hc hcm
          have e : c = a + 1 := by omega
          subst e
          have h1 := hg.logConcave a ha hcm
          rw [add_sub_cancel_right]
          nlinarith [h1]
        | succ d ih =>
          intro c hc hcm
          have h1 := ih (c - 1) (by omega) (by omega)
          have h2 := hg.logConcave (c - 1) (by omega) (by omega)
          rw [sub_add_cancel] at h2
          have hv : 0 < g (c - 1 - 1) := hg.pos _ (by omega) (by omega)
          refine le_of_mul_le_mul_right ?_ hv
          nlinarith [mul_le_mul_of_nonneg_left h2 (degeneracy_nonneg hg (a - 1)),
            mul_le_mul_of_nonneg_right h1 (degeneracy_nonneg hg (c - 1))]
      exact key (b - a - 1).toNat b (by omega) hb
    · rw [hg.off b (by omega), mul_zero]
      exact hr
  · rw [hg.off (a - 1) (by omega), zero_mul]
    exact hr
```

## (c) A determinant as a sum of minors

**Task.** For a finite set $s$ of integers and real sequences $a,b,c,d$, prove the two-row case of the Cauchy–Binet formula:

$$2\Big(\sum_i a_ic_i\sum_i b_id_i - \sum_i b_ic_i\sum_i a_id_i\Big) = \sum_{i,j}(a_ib_j - a_jb_i)(c_id_j - c_jd_i),$$

with all indices running over $s$.

**Solution.** Expand the summand on the right:

$$a_ic_i\,b_jd_j - a_id_i\,b_jc_j - b_ic_i\,a_jd_j + b_id_i\,a_jc_j .$$

Each double sum factorises. The first and last terms give the same product of sums, and so do the two middle ones, which produces the factor 2. The `calc` block writes out these four products, and `ring` then compares the summands.

```lean
/-- Two-row Cauchy–Binet identity: twice a determinant of sums of products is the double
sum of products of two-by-two minors. -/
theorem cauchy_binet_two (s : Finset ℤ) (a b c d : ℤ → ℝ) :
    2 * ((∑ i ∈ s, a i * c i) * (∑ i ∈ s, b i * d i)
      - (∑ i ∈ s, b i * c i) * (∑ i ∈ s, a i * d i))
    = ∑ i ∈ s, ∑ j ∈ s, (a i * b j - a j * b i) * (c i * d j - c j * d i) := by
  calc _ = (∑ i ∈ s, a i * c i) * (∑ i ∈ s, b i * d i)
        - (∑ i ∈ s, a i * d i) * (∑ i ∈ s, b i * c i)
        - (∑ i ∈ s, b i * c i) * (∑ i ∈ s, a i * d i)
        + (∑ i ∈ s, b i * d i) * (∑ i ∈ s, a i * c i) := by ring
    _ = _ := by
      simp only [Finset.sum_mul_sum, ← Finset.sum_sub_distrib, ← Finset.sum_add_distrib]
      refine Finset.sum_congr rfl fun i _ => Finset.sum_congr rfl fun j _ => ?_
      ring
```

## (d) Log-concavity of the total

**Task.** For log-concave ladders $g$ and $h$ with top levels $m$ and $n$, show that at every integer $k$

$$G_{k-1}\,G_{k+1} \le G_k^2 .$$

**Solution.** Let $i$ run over $0,\dots,m+1$. Since $g_{-1} = g_{m+1} = 0$,

$$G_k = \sum_i g_ih_{k-i} = \sum_i g_{i-1}h_{k+1-i},$$
$$G_{k-1} = \sum_i g_{i-1}h_{k-i},\qquad G_{k+1} = \sum_i g_ih_{k+1-i}.$$

Apply (c) with $a_i = g_i$, $b_i = g_{i-1}$, $c_i = h_{k-i}$, $d_i = h_{k+1-i}$:

$$2(G_k^2 - G_{k-1}G_{k+1}) = \sum_{i,j}(g_ig_{j-1} - g_jg_{i-1})(h_{k-i}h_{k+1-j} - h_{k-j}h_{k+1-i}).$$

For $i<j$ the first bracket is non-negative by (b). So is the second, by (b) for $h$ with the levels $k+1-j < k+1-i$. For $i>j$ both brackets change sign, and for $i=j$ both vanish. Hence the sum is non-negative.

`wide` and `shift` put the sums on the common range, `cb` is the determinant identity, and `minors` treats $i<j$.

```lean
/-- Log-concavity under composition: the total-energy degeneracies `G` of two log-concave ladders
satisfy `G (k - 1) * G (k + 1) ≤ G k ^ 2` at every level `k`. -/
theorem total_logConcave {m n : ℕ} {g h : ℤ → ℝ} (hg : LogConcaveLadder m g)
    (hh : LogConcaveLadder n h) (k : ℤ) :
    totalDegeneracy m g h (k - 1) * totalDegeneracy m g h (k + 1)
      ≤ totalDegeneracy m g h k ^ 2 := by
  -- write all sums over the common range `0, ..., m + 1`
  have wide : ∀ l : ℤ, totalDegeneracy m g h l
      = ∑ i ∈ Icc (0 : ℤ) (m + 1), g i * h (l - i) := by
    intro l
    refine Finset.sum_subset (Finset.Icc_subset_Icc le_rfl (by omega)) fun i _ hi => ?_
    simp only [Finset.mem_Icc] at hi
    rw [hg.off i (by omega), zero_mul]
  have shift : ∀ l : ℤ, totalDegeneracy m g h (l - 1)
      = ∑ i ∈ Icc (0 : ℤ) (m + 1), g (i - 1) * h (l - i) := by
    intro l
    have h1 : totalDegeneracy m g h (l - 1)
        = ∑ i ∈ Icc (1 : ℤ) (m + 1), g (i - 1) * h (l - i) := by
      refine Finset.sum_nbij' (fun i => i + 1) (fun i => i - 1) ?_ ?_ ?_ ?_ ?_
      · intro i hi
        simp only [Finset.mem_Icc] at hi ⊢
        omega
      · intro i hi
        simp only [Finset.mem_Icc] at hi ⊢
        omega
      · intro i _
        simp
      · intro i _
        simp
      · intro i _
        have e1 : i + 1 - 1 = i := by omega
        have e2 : l - (i + 1) = l - 1 - i := by omega
        simp only [e1, e2]
    rw [h1]
    refine Finset.sum_subset (Finset.Icc_subset_Icc (by omega) le_rfl) fun i hi hi' => ?_
    simp only [Finset.mem_Icc] at hi hi'
    rw [hg.off (i - 1) (by omega), zero_mul]
  have up := shift (k + 1)
  rw [add_sub_cancel_right] at up
  have cb := cauchy_binet_two (Icc (0 : ℤ) (m + 1)) g (fun i => g (i - 1))
    (fun i => h (k - i)) (fun i => h (k + 1 - i))
  rw [← wide k, ← up, ← shift k, ← wide (k + 1)] at cb
  -- for `i < j` both minors are nonnegative
  have minors : ∀ i j : ℤ, i < j → 0 ≤ (g i * g (j - 1) - g j * g (i - 1))
      * (h (k - i) * h (k + 1 - j) - h (k - j) * h (k + 1 - i)) := by
    intro i j hij
    have h1 := exchange hg hij
    have h2 := exchange hh (show k + 1 - j < k + 1 - i by omega)
    rw [show k + 1 - j - 1 = k - j by ring, show k + 1 - i - 1 = k - i by ring] at h2
    exact mul_nonneg (by linarith) (by linarith)
  have nonneg := Finset.sum_nonneg fun i (_ : i ∈ Icc (0 : ℤ) (m + 1)) =>
    Finset.sum_nonneg fun j (_ : j ∈ Icc (0 : ℤ) (m + 1)) =>
      show 0 ≤ (g i * g (j - 1) - g j * g (i - 1))
        * (h (k - i) * h (k + 1 - j) - h (k - j) * h (k + 1 - i)) by
      rcases lt_trichotomy i j with hij | hij | hij
      · exact minors i j hij
      · subst hij
        simp
      · have := minors j i hij
        linarith
  rw [← cb] at nonneg
  linarith [sq (totalDegeneracy m g h k)]
```

## (e) The composite as a ladder

**Task.** Show that $G$ is itself a log-concave ladder with top level $m+n$; beyond (d), this requires

$$G_k > 0 \ \ (0\le k\le m+n),\qquad G_k = 0 \ \text{ otherwise}.$$

**Solution.** For $0\le k\le m+n$, give the first system $i = \min(k,m)$. The remainder $k-i$ lies between $0$ and $n$, so this term is positive and the others are non-negative. For $k<0$ or $k>m+n$, every $k-i$ with $0\le i\le m$ falls outside $0,\dots,n$, and every term is zero.

```lean
/-- Two log-concave ladders with top levels `m` and `n` compose to a log-concave ladder
with top level `m + n`. -/
theorem composite_ladder {m n : ℕ} {g h : ℤ → ℝ} (hg : LogConcaveLadder m g)
    (hh : LogConcaveLadder n h) : LogConcaveLadder (m + n) (totalDegeneracy m g h) where
  pos k h0 hk := by
    -- give the first system as much of the energy as it can hold
    refine Finset.sum_pos'
      (fun i _ => mul_nonneg (degeneracy_nonneg hg _) (degeneracy_nonneg hh _))
      ⟨min k m, ?_, ?_⟩
    · rw [Finset.mem_Icc]
      omega
    · exact mul_pos (hg.pos _ (by omega) (by omega)) (hh.pos _ (by omega) (by omega))
  off k hk := by
    refine Finset.sum_eq_zero fun i hi => ?_
    rw [Finset.mem_Icc] at hi
    rw [hh.off (k - i) (by omega), mul_zero]
  logConcave k _ _ := total_logConcave hg hh k
```

## (f) Entropy steps

With Boltzmann's constant set to one, the entropy of a level is the logarithm of its degeneracy.

```lean
/-- The logarithm of the degeneracy of level `k`. Where the degeneracy is positive, this is the
microcanonical entropy in units of the Boltzmann constant. -/
def entropy (g : ℤ → ℝ) (k : ℤ) : ℝ := Real.log (g k)
```

**Task.** Write $S_k = \ln G_k$. Show that for $1\le k\le m+n-1$

$$S_{k+1} - S_k \le S_k - S_{k-1}.$$

**Solution.** By (e), all three degeneracies are positive. The logarithm of (d) is $S_{k-1} + S_{k+1} \le 2S_k$; rearrange. Read as a finite-difference inverse temperature, $S_{k+1}-S_k$ does not rise with energy for two non-interacting ladders of this kind.

```lean
/-- For two composed log-concave ladders, the entropy gained per energy step does not
increase with energy at the interior levels `1 ≤ k ≤ m + n - 1`. -/
theorem entropy_step_antitone {m n : ℕ} {g h : ℤ → ℝ} (hg : LogConcaveLadder m g)
    (hh : LogConcaveLadder n h) {k : ℤ} (h1 : 1 ≤ k) (hk : k ≤ m + n - 1) :
    entropy (totalDegeneracy m g h) (k + 1) - entropy (totalDegeneracy m g h) k
      ≤ entropy (totalDegeneracy m g h) k - entropy (totalDegeneracy m g h) (k - 1) := by
  have hG := composite_ladder hg hh
  have p0 := hG.pos (k - 1) (by omega) (by omega)
  have p1 := hG.pos k (by omega) (by omega)
  have p2 := hG.pos (k + 1) (by omega) (by omega)
  have hl := Real.log_le_log (mul_pos p0 p2) (total_logConcave hg hh k)
  rw [sq, Real.log_mul p0.ne' p2.ne', Real.log_mul p1.ne' p1.ne'] at hl
  unfold entropy
  linarith
```

## (g) Many copies

`copies m g N` describes $N+1$ copies, so `N = 0` is a single system. The copies are distinguishable: no exchange symmetry is imposed.

```lean
/-- Total-energy degeneracies of `N + 1` independent copies of a system with levels
`0, ..., m` and degeneracies `g`. -/
def copies (m : ℕ) (g : ℤ → ℝ) : ℕ → ℤ → ℝ
  | 0 => g
  | N + 1 => totalDegeneracy m g (copies m g N)
```

**Task.** Let $G^{(N)}$ be the total degeneracy of $N+1$ copies of a log-concave ladder $g$. Show that it is a log-concave ladder with top level

$$M_N = (N+1)\,m .$$

**Solution.** One copy is the hypothesis. Adding another is (e), and the top levels add: $m + (N+1)m = (N+2)m$.

```lean
/-- Any number `N + 1` of independent copies of a log-concave ladder form a log-concave
ladder with top level `(N + 1) * m`. -/
theorem copies_ladder {m : ℕ} {g : ℤ → ℝ} (hg : LogConcaveLadder m g) (N : ℕ) :
    LogConcaveLadder ((N + 1) * m) (copies m g N) := by
  induction N with
  | zero => simpa [copies] using hg
  | succ N ih =>
    have e : m + (N + 1) * m = (N + 1 + 1) * m := by ring
    rw [← e]
    exact composite_ladder hg ih
```

## (h) One state per level

**Task.** Show that the following degeneracies form a log-concave ladder:

$$g_i = 1 \ \ (0\le i\le m),\qquad g_i = 0 \ \text{ otherwise}.$$

**Solution.** Positivity and support are immediate, and at an interior level the inequality reads $1\cdot 1 \le 1^2$.

```lean
/-- The non-degenerate ladder, with one state on each of the levels `0, ..., m`, is a
log-concave ladder. -/
theorem ladder_witness (m : ℕ) :
    LogConcaveLadder m (fun i => if 0 ≤ i ∧ i ≤ (m : ℤ) then 1 else 0) where
  pos i h0 hm := by simp [h0, hm]
  off i hi := if_neg (by omega)
  logConcave i h1 hm := by
    have a : 0 ≤ i - 1 ∧ i - 1 ≤ (m : ℤ) := by omega
    have b : 0 ≤ i ∧ i ≤ (m : ℤ) := by omega
    have c : 0 ≤ i + 1 ∧ i + 1 ≤ (m : ℤ) := by omega
    simp only [if_pos a, if_pos b, if_pos c]
    norm_num

end

end MicrocanonicalComposition
```

```lean
#print axioms MicrocanonicalComposition.total_logConcave
-- 'MicrocanonicalComposition.total_logConcave' depends on axioms: [propext, Classical.choice, Quot.sound]
#print axioms MicrocanonicalComposition.entropy_step_antitone
-- 'MicrocanonicalComposition.entropy_step_antitone' depends on axioms: [propext, Classical.choice, Quot.sound]
#print axioms MicrocanonicalComposition.copies_ladder
-- 'MicrocanonicalComposition.copies_ladder' depends on axioms: [propext, Classical.choice, Quot.sound]
```

## Three spin-1 moments in a field

A spin-1 moment whose only energy is the Zeeman energy in a non-zero uniform field, with no zero-field splitting, has three equally spaced levels with degeneracies $1,1,1$. Take several such moments that have the same level spacing and do not interact. Combining moments one at a time gives

$$1,1,1 \;\to\; 1,2,3,2,1 \;\to\; 1,3,6,7,6,3,1 .$$

For three moments the entropy steps are $\ln 3,\ \ln 2,\ \ln\tfrac76$, followed by $-\ln\tfrac76,\ -\ln 2,\ -\ln 3$. Divided by the level spacing, they are the finite-difference inverse temperatures, which fall steadily and become negative in the upper half of the spectrum.
